# Equal-site extended Hückel: for h < 0 and K > 1, a level is positive exactly when its overlap eigenvalue lies below (K − 1)/K

Before I solve an extended Hückel problem for a cluster of identical orbitals, I diagonalise the overlap matrix $S$ and compare its smallest eigenvalue with $(K-1)/K$. If it is smaller, I expect an orbital energy above zero, even though every site has a negative energy.

My setting is one common site energy $H_{ii}=h$, normalised orbitals, and off-diagonal elements $H_{ij}=K h S_{ij}$ with the usual empirical factor $K$. I believe that an overlap eigenvector with eigenvalue $s$ is then also a molecular orbital, with energy

$$E = h\left(K+\frac{1-K}{s}\right),$$

and that for $h<0$ and $K>1$ this is positive if and only if $s<(K-1)/K$. Can this be proved rigorously and checked by machine, including the claim that no other levels exist?

## The Hamiltonian is a combination of S and the identity

Yes. Let $S$ be real, symmetric and positive definite with $S_{ii}=1$. A level is a number $E$ for which $Hc=ESc$ has a solution $c\neq 0$.

**The Hamiltonian.** Off the diagonal, $H_{ij}=KhS_{ij}$. On the diagonal, $KhS_{ii}=Kh$, and adding $(1-K)h$ gives the required $h$. Therefore

$$H = Kh\,S+(1-K)h\,\mathbf 1 .$$

**The sign of $s$.** If $Sc=sc$ with $c\neq0$, then $0<c^{T}Sc=s\,c^{T}c$. Since $c^Tc\ge 0$, it follows that $s>0$.

**The energy.** On this vector,

$$Hc=\bigl(Khs+(1-K)h\bigr)c,\qquad ESc=Es\,c .$$

Some component $c_i$ is nonzero. Comparing that component gives $Es=Khs+(1-K)h$, and division by $s$ gives the formula. Conversely, this value of $E$ makes all components agree.

**The threshold.** Multiplying by $s>0$ leaves the sign of $E$ unchanged:

$$sE=(-h)\bigl((K-1)-Ks\bigr).$$

For $h<0$ the first factor is positive, so $E>0$ exactly when $Ks<K-1$. As $K>0$, this is $s<(K-1)/K$.

**No other levels.** Let $h\neq0$ and $K\neq1$, and suppose that $Hc=ESc$ with $c\neq0$. Inserting the form of $H$ and rearranging gives

$$(Kh-E)\,Sc=(K-1)h\,c .$$

The right side is nonzero, so $E\neq Kh$, and division shows that $c$ is an overlap eigenvector with $s=(K-1)h/(Kh-E)$. Its energy is then given by the formula above. For $h<0$ and $K>1$, a positive level therefore exists exactly when $S$ has an eigenvalue below $(K-1)/K$.

**The order of the levels.** Write $E=Kh+(1-K)h/s$. For $h<0$ and $K>1$ the numerator $(1-K)h$ is positive, so $E$ falls strictly as $s$ grows. This is why checking the smallest overlap eigenvalue is enough: it belongs to the highest level.

## Two sites, with numbers

For two orbitals with overlap $\sigma$, $-1<\sigma<1$, the antisymmetric combination $(1,-1)$ has $s=1-\sigma$. Normalised so that $c^TSc=1$, it is $(1,-1)/\sqrt{2(1-\sigma)}$. Its energy is positive when $1-\sigma<1-1/K$, that is, when $\sigma>1/K$.

Take $K=1.75$ and $h=-10$ eV. The threshold for $s$ is $3/7\approx0.429$, and for the overlap it is $4/7\approx0.571$.

- For $\sigma=0.5$, $s=0.5$ and $E=-10\,(1.75-1.5)=-2.5$ eV.
- For $\sigma=0.6$, $s=0.4$ and $E=-10\,(1.75-1.875)=+1.25$ eV.

The second value also follows directly from the matrix elements: $(H_{11}-H_{12})/(1-\sigma)=(-10+10.5)/0.4=1.25$ eV.

## The Lean file

This Lean 4 file over Mathlib contains the argument, including the converse and the two-site case.

```lean
import Mathlib

open Matrix

namespace ExtendedHueckelEqualSites

noncomputable section

variable {n : Type*} [Fintype n] [DecidableEq n]

/-- The extended Hueckel Hamiltonian for equal sites: `h` on the diagonal and
`K h S i j` off the diagonal. -/
def hamiltonian (K h : ℝ) (S : Matrix n n ℝ) : Matrix n n ℝ :=
  Matrix.of fun i j => if i = j then h else K * h * S i j

/-- The energy `h (K + (1 - K) / s)` assigned to an overlap eigenvalue `s`. -/
def level (K h s : ℝ) : ℝ := h * (K + (1 - K) / s)

/-- The overlap matrix of two normalised orbitals with mutual overlap `σ`. -/
def dimerOverlap (σ : ℝ) : Matrix (Fin 2) (Fin 2) ℝ := !![1, σ; σ, 1]

omit [Fintype n] in
/-- For normalised orbitals the Hamiltonian is a combination of the overlap matrix
and the identity. -/
theorem hamiltonian_eq (K h : ℝ) {S : Matrix n n ℝ} (hdiag : ∀ i, S i i = 1) :
    hamiltonian K h S = (K * h) • S + ((1 - K) * h) • (1 : Matrix n n ℝ) := by
  ext i j
  by_cases hij : i = j
  · subst hij
    simp only [hamiltonian, Matrix.of_apply, ↓reduceIte, Matrix.add_apply,
      Matrix.smul_apply, Matrix.one_apply_eq, hdiag, smul_eq_mul]
    ring
  · simp [hamiltonian, hij]

omit [DecidableEq n] in
/-- Every eigenvalue of a positive definite overlap matrix is positive. -/
theorem overlap_eigenvalue_pos {S : Matrix n n ℝ} (hS : S.PosDef) {s : ℝ} {c : n → ℝ}
    (hc : c ≠ 0) (hs : S *ᵥ c = s • c) : 0 < s := by
  have hpos := hS.dotProduct_mulVec_pos hc
  rw [hs, dotProduct_smul, smul_eq_mul] at hpos
  have hq : 0 ≤ star c ⬝ᵥ c := by
    simp only [dotProduct, Pi.star_apply, star_trivial]
    exact Finset.sum_nonneg fun i _ => mul_self_nonneg (c i)
  by_contra hn
  nlinarith [mul_nonneg (sub_nonneg.mpr (not_lt.mp hn)) hq]

/-- For `h < 0` and `K > 1` the level belonging to a positive overlap eigenvalue `s`
is positive exactly when `s < (K - 1) / K`. -/
theorem level_pos_iff {K h s : ℝ} (hh : h < 0) (hK : 1 < K) (hs : 0 < s) :
    0 < level K h s ↔ s < (K - 1) / K := by
  have hK0 : 0 < K := by linarith
  -- multiplying by `s` removes the denominator without changing the sign
  have e : level K h s * s = (-h) * ((K - 1) - s * K) := by
    have hd : (1 - K) / s * s = 1 - K := div_mul_cancel₀ _ hs.ne'
    unfold level
    linear_combination h * hd
  rw [← mul_pos_iff_of_pos_right hs, e, mul_pos_iff_of_pos_left (neg_pos.mpr hh),
    sub_pos, lt_div_iff₀ hK0]

/-- For `h < 0` and `K > 1` the larger of two positive overlap eigenvalues gives the strictly lower
level. -/
theorem level_strictAnti {K h s t : ℝ} (hh : h < 0) (hK : 1 < K) (hs : 0 < s)
    (hst : s < t) : level K h t < level K h s := by
  have e : ∀ x, level K h x = K * h + (1 - K) * h / x := by
    intro x
    unfold level
    ring
  have hp : 0 < (1 - K) * h := mul_pos_of_neg_of_neg (by linarith) hh
  have hlt := div_lt_div_of_pos_left hp hs hst
  rw [e, e]
  linarith

/-- An overlap eigenvector with eigenvalue `s` solves `H c = E S c` exactly for
`E = h (K + (1 - K) / s)`; for `h < 0` and `K > 1` this energy is positive exactly when
`s < (K - 1) / K`. -/
theorem extended_hueckel_level (K h : ℝ) {S : Matrix n n ℝ} (hS : S.PosDef)
    (hdiag : ∀ i, S i i = 1) {s : ℝ} {c : n → ℝ} (hc : c ≠ 0) (hs : S *ᵥ c = s • c) :
    (∀ E : ℝ, hamiltonian K h S *ᵥ c = E • (S *ᵥ c) ↔ E = h * (K + (1 - K) / s)) ∧
    (h < 0 → 1 < K → (0 < h * (K + (1 - K) / s) ↔ s < (K - 1) / K)) := by
  have hs0 := overlap_eigenvalue_pos hS hc hs
  refine ⟨fun E => ?_, fun hh hK => level_pos_iff hh hK hs0⟩
  have hd : (1 - K) / s * s = 1 - K := div_mul_cancel₀ _ hs0.ne'
  rw [hamiltonian_eq K h hdiag, Matrix.add_mulVec, Matrix.smul_mulVec,
    Matrix.smul_mulVec, Matrix.one_mulVec, hs]
  constructor
  · intro hE
    -- compare a component in which `c` does not vanish
    obtain ⟨i, hi⟩ := Function.ne_iff.mp hc
    have hi' : c i ≠ 0 := hi
    have hEi := congrFun hE i
    simp only [Pi.add_apply, Pi.smul_apply, smul_eq_mul] at hEi
    apply mul_right_cancel₀ (mul_ne_zero hs0.ne' hi')
    linear_combination -hEi - h * c i * hd
  · intro hE
    subst hE
    ext i
    simp only [Pi.add_apply, Pi.smul_apply, smul_eq_mul]
    linear_combination -(h * c i) * hd

/-- For `h ≠ 0` and `K ≠ 1` every nonzero solution `c` of `H c = E S c` is an overlap eigenvector,
and its energy is the level of the corresponding overlap eigenvalue. -/
theorem every_level_from_overlap {K h : ℝ} (hh : h ≠ 0) (hK : K ≠ 1) {S : Matrix n n ℝ}
    (hS : S.PosDef) (hdiag : ∀ i, S i i = 1) {E : ℝ} {c : n → ℝ} (hc : c ≠ 0)
    (hE : hamiltonian K h S *ᵥ c = E • (S *ᵥ c)) :
    ∃ s : ℝ, 0 < s ∧ S *ᵥ c = s • c ∧ E = level K h s := by
  have hpt : ∀ j, K * h * (S *ᵥ c) j + (1 - K) * h * c j = E * (S *ᵥ c) j := by
    intro j
    have hj := congrFun hE j
    rw [hamiltonian_eq K h hdiag, Matrix.add_mulVec, Matrix.smul_mulVec,
      Matrix.smul_mulVec, Matrix.one_mulVec] at hj
    simpa only [Pi.add_apply, Pi.smul_apply, smul_eq_mul] using hj
  -- the energy `K h` itself is never reached
  have hne : K * h - E ≠ 0 := by
    intro h0
    obtain ⟨i, hi⟩ := Function.ne_iff.mp hc
    have hi' : c i ≠ 0 := hi
    have hz : (K - 1) * h * c i = 0 := by
      linear_combination (S *ᵥ c) i * h0 - hpt i
    exact mul_ne_zero (mul_ne_zero (sub_ne_zero.mpr hK) hh) hi' hz
  have hs : S *ᵥ c = ((K - 1) * h / (K * h - E)) • c := by
    ext j
    rw [Pi.smul_apply, smul_eq_mul, div_mul_eq_mul_div, eq_div_iff hne]
    linear_combination hpt j
  exact ⟨_, overlap_eigenvalue_pos hS hc hs, hs,
    ((extended_hueckel_level K h hS hdiag hc hs).1 E).mp hE⟩

/-- For `h < 0` and `K > 1` the model has a positive level exactly when the overlap
matrix has an eigenvalue below `(K - 1) / K`. -/
theorem exists_positive_level_iff {K h : ℝ} (hh : h < 0) (hK : 1 < K) {S : Matrix n n ℝ}
    (hS : S.PosDef) (hdiag : ∀ i, S i i = 1) :
    (∃ E : ℝ, 0 < E ∧ ∃ c : n → ℝ, c ≠ 0 ∧ hamiltonian K h S *ᵥ c = E • (S *ᵥ c)) ↔
    ∃ s : ℝ, s < (K - 1) / K ∧ ∃ c : n → ℝ, c ≠ 0 ∧ S *ᵥ c = s • c := by
  constructor
  · rintro ⟨E, hE0, c, hc, hE⟩
    obtain ⟨s, hs0, hs, hEs⟩ := every_level_from_overlap hh.ne hK.ne' hS hdiag hc hE
    rw [hEs] at hE0
    exact ⟨s, (level_pos_iff hh hK hs0).mp hE0, c, hc, hs⟩
  · rintro ⟨s, hlt, c, hc, hs⟩
    have hmain := extended_hueckel_level K h hS hdiag hc hs
    exact ⟨_, (hmain.2 hh hK).mpr hlt, c, hc, (hmain.1 _).mpr rfl⟩

/-- Two normalised orbitals with overlap `-1 < σ < 1` have a positive definite overlap
matrix with unit diagonal, and `(1, -1)` is an eigenvector with eigenvalue `1 - σ`. -/
theorem dimerOverlap_witness {σ : ℝ} (h1 : -1 < σ) (h2 : σ < 1) :
    (dimerOverlap σ).PosDef ∧ (∀ i, dimerOverlap σ i i = 1) ∧
    dimerOverlap σ *ᵥ ![1, -1] = (1 - σ) • ![1, -1] := by
  refine ⟨?_, ?_, ?_⟩
  · rw [Matrix.posDef_iff_dotProduct_mulVec]
    constructor
    · apply Matrix.IsHermitian.ext
      intro i j
      fin_cases i <;> fin_cases j <;> simp [dimerOverlap]
    · intro x hx
      -- complete the square in the first coefficient
      have e : star x ⬝ᵥ dimerOverlap σ *ᵥ x
          = (x 0 + σ * x 1) ^ 2 + (1 - σ) * (1 + σ) * x 1 ^ 2 := by
        simp [dimerOverlap, Matrix.mulVec, dotProduct, Fin.sum_univ_succ]
        ring
      rw [e]
      have hσ : 0 < (1 - σ) * (1 + σ) := mul_pos (by linarith) (by linarith)
      by_cases hx1 : x 1 = 0
      · have hx0 : x 0 ≠ 0 := by
          intro hx0
          apply hx
          ext i
          fin_cases i
          · exact hx0
          · exact hx1
        rw [hx1]
        have := pow_pos (abs_pos.mpr hx0) 2
        rw [sq_abs] at this
        linarith
      · have : 0 < x 1 ^ 2 := by positivity
        have := mul_pos hσ this
        linarith [sq_nonneg (x 0 + σ * x 1)]
  · intro i
    fin_cases i <;> simp [dimerOverlap]
  · ext i
    fin_cases i <;> simp [dimerOverlap, Matrix.mulVec, dotProduct, Fin.sum_univ_succ] <;> ring

/-- For two equal sites with `h < 0` and `K > 1`, the energy of the antisymmetric
combination is positive exactly when the overlap exceeds `1 / K`. -/
theorem dimer_antisymmetric_pos_iff {K h σ E : ℝ} (hh : h < 0) (hK : 1 < K)
    (h1 : -1 < σ) (h2 : σ < 1)
    (hE : hamiltonian K h (dimerOverlap σ) *ᵥ ![1, -1]
      = E • (dimerOverlap σ *ᵥ ![1, -1])) :
    0 < E ↔ 1 / K < σ := by
  obtain ⟨hS, hdiag, hs⟩ := dimerOverlap_witness h1 h2
  have hc : (![1, -1] : Fin 2 → ℝ) ≠ 0 := by
    intro h0
    have := congrFun h0 0
    simp at this
  have hmain := extended_hueckel_level K h hS hdiag hc hs
  have hK0 : K ≠ 0 := by linarith
  have e : (K - 1) / K = 1 - 1 / K := by rw [sub_div, div_self hK0]
  rw [(hmain.1 E).mp hE, hmain.2 hh hK, e]
  constructor <;> intro hlt <;> linarith

end

end ExtendedHueckelEqualSites
```

```lean
#print axioms ExtendedHueckelEqualSites.level_strictAnti
#print axioms ExtendedHueckelEqualSites.exists_positive_level_iff
#print axioms ExtendedHueckelEqualSites.dimer_antisymmetric_pos_iff
```

```
'ExtendedHueckelEqualSites.level_strictAnti' depends on axioms: [propext, Classical.choice, Quot.sound]
'ExtendedHueckelEqualSites.exists_positive_level_iff' depends on axioms: [propext, Classical.choice, Quot.sound]
'ExtendedHueckelEqualSites.dimer_antisymmetric_pos_iff' depends on axioms: [propext, Classical.choice, Quot.sound]
```

## How the theorems describe the model

The finite type `n` labels the orbitals, and `S : Matrix n n ℝ` is their overlap matrix. `hamiltonian K h S` is defined entry by entry, as `h` on the diagonal and `K * h * S i j` elsewhere. The combination of $S$ and the identity is thus a theorem and not the definition. `S *ᵥ c` is the matrix acting on a coefficient vector `c : n → ℝ`, and `•` is multiplication by a scalar.

The hypotheses have these physical meanings:

- `S.PosDef` says that $S$ is symmetric and that the orbitals are linearly independent.
- `hdiag` says that each orbital is normalised.
- `h < 0` describes a site orbital that is bound relative to the chosen zero of energy. With $h$ taken as minus an ionisation energy, a positive level lies above the vacuum level.
- `1 < K` makes the coupling stronger than $hS_{ij}$. At $K=1$ one would have $H=hS$, and every level would equal $h$, with no splitting between bonding and antibonding orbitals.

`extended_hueckel_level` has two parts. The first holds for all real `K` and `h`: for a given overlap eigenvector, `E` solves the generalised eigenvalue equation if and only if it equals the stated expression. The second adds `h < 0` and `1 < K` and gives the sign criterion. Positivity of `s` is derived from `S.PosDef`, so the division by `s` is meaningful.

`every_level_from_overlap` supplies the converse under `h ≠ 0` and `K ≠ 1`. These conditions are needed because for $h=0$ or $K=1$ every nonzero vector solves the equation, whether or not it is an overlap eigenvector. `exists_positive_level_iff` combines the two directions into the test that you apply before the calculation. `level_strictAnti` states the ordering for positive overlap eigenvalues.

For semi-empirical electronic structure, the result lets you detect positive orbital energies from the overlap matrix and the value of $K$, without knowing the size of the negative site energy, within a non-interacting model of finitely many orbitals that share one site energy and one constant $K$. It does not treat different site energies, a $K$ that varies from pair to pair, or the complex overlap matrices of Bloch sums. It concerns orbital energies and not total energies.

## How the proof follows the algebra

`hamiltonian_eq` compares matrix entries and separates the cases $i=j$ and $i\neq j$. The unit diagonal is used only in the first case.

`overlap_eigenvalue_pos` starts from $c^TSc>0$ and rewrites it as $s\,c^Tc>0$. It shows that $c^Tc$ is a sum of squares and therefore nonnegative. Assuming $s\le0$ then gives a contradiction, which `nlinarith` finds.

`level_pos_iff` proves the identity for $sE$ as the local statement `e`. The following rewrites remove the positive factors $s$ and $-h$ and divide by $K$. `level_strictAnti` writes the energy as a constant plus a positive number over $s$, and uses the fact that such a quotient decreases when its denominator grows.

In `extended_hueckel_level`, the Hamiltonian is first replaced by its combination of $S$ and the identity, and $Sc$ by $sc$. For the forward direction, `Function.ne_iff` provides an index `i` with `c i ≠ 0`. The product $s\,c_i$ is then cancelled from both sides, and `linear_combination` verifies the remaining algebra. The reverse direction substitutes the energy and checks each component.

`every_level_from_overlap` writes the eigenvalue equation by components in `hpt`. The statement `hne` excludes $E=Kh$: otherwise $(K-1)h\,c_i$ would vanish at an index where $c_i\neq0$. Division by $Kh-E$ gives the overlap eigenvalue, and the two earlier theorems supply its positivity and the energy formula. In `exists_positive_level_iff`, the same vector `c` serves on both sides of the equivalence.

For two sites, `dimerOverlap_witness` proves positive definiteness by completing the square,

$$x^TSx=(x_0+\sigma x_1)^2+(1-\sigma)(1+\sigma)x_1^2 .$$

If $x_1\neq0$, the second term is positive. If $x_1=0$, then $x_0\neq0$ and the first term is positive. The theorem also checks the unit diagonal and the eigenvector $(1,-1)$. With these facts, `dimer_antisymmetric_pos_iff` applies the general result and rewrites $(K-1)/K$ as $1-1/K$, which turns the condition on $s$ into $\sigma>1/K$.
